# The 2N distinct squared frequencies of a free diatomic chain of N pairs

A free-ended chain of $N\ge1$ pairs of atoms that move only along the chain, with alternating masses $m,M>0$ and equal springs $K>0$, has exactly $2N$ distinct squared frequencies. With $s=1/m+1/M$, they are

$$0,\qquad Ks,\qquad Ks\pm KR_k\quad(1\le k<N),\qquad R_k=\sqrt{s^2-\frac{4\sin^2(\pi k/2N)}{mM}} .$$

For $N=1$ only $0$ and $Ks$ remain. In quantum mechanics the nonzero values $\omega^2$ fix the phonon energies $\hbar\omega$ of this finite harmonic chain.

## The chain and its equation of motion

Sites run from $0$ to $2N-1$, with mass $m_j=m$ on even and $m_j=M$ on odd sites. For displacements $u_j$ along the chain, the spring between sites $j-1$ and $j$ has tension $T_j=K(u_j-u_{j-1})$. Free ends mean $T_0=T_{2N}=0$. Newton's law is $m_j\ddot u_j=T_{j+1}-T_j$, so the operator

$$(Du)_j=\frac{T_j-T_{j+1}}{m_j}$$

gives minus the acceleration, and a normal mode satisfies $Du=\omega^2u$.

In Lean, `mass`, `tension` and `dynamical` are $m_j$, $T_j$ and $D$; `splitting` is $R_k$, and `lam` is $\lambda=\omega^2$. `HasEigenvalue` asks for a nonzero real displacement vector. Unlike the usual dynamical matrix, $D$ is not mass-weighted into symmetric form, but its eigenvalues are the same. The integer $k$ labels standing waves and is not a wave number.

The constant $K$ stands for the curvature of the bond potential at equilibrium. Replacing a real crystal's forces by these nearest-neighbour harmonic springs is a physical approximation that the hypotheses do not justify.

```lean
import Mathlib

open Real Module.End

namespace FreeDiatomicChain

noncomputable section

variable {K m M : ℝ} {N : ℕ}

/-- The mass at site `j`: `m` on even sites and `M` on odd sites. -/
def mass (m M : ℝ) (j : ℕ) : ℝ := if j % 2 = 0 then m else M

/-- The tension of the spring between sites `j - 1` and `j` of a chain of `n` atoms;
it is zero where there is no spring, in particular beyond the two free ends. -/
def tension (K : ℝ) {n : ℕ} (u : Fin n → ℝ) (j : ℕ) : ℝ :=
  if h : 0 < j ∧ j < n then K * (u ⟨j, h.2⟩ - u ⟨j - 1, by omega⟩) else 0

/-- The dynamical operator of the free chain of `N` pairs, for nonzero masses: it sends the
displacements to minus the accelerations, so its eigenvalues are the squared frequencies. -/
def dynamical (K m M : ℝ) (N : ℕ) : (Fin (2 * N) → ℝ) →ₗ[ℝ] (Fin (2 * N) → ℝ) where
  toFun u j := (tension K u j - tension K u (j + 1)) / mass m M j
  map_add' u v := by
    funext j
    simp only [tension, Pi.add_apply]
    split_ifs <;> ring
  map_smul' c u := by
    funext j
    simp only [tension, Pi.smul_apply, smul_eq_mul, RingHom.id_apply]
    split_ifs <;> ring

/-- The square root in the dispersion relation at the `k`-th standing wave,
for nonzero `m`, `M` and `N`. -/
def splitting (m M : ℝ) (N k : ℕ) : ℝ :=
  √((1 / m + 1 / M) ^ 2 - 4 * sin (π * k / (2 * N)) ^ 2 / (m * M))
```

## (a) A tension pattern gives a mode

Let $t_0=t_{2N}=0$ and $t_1\ne0$, and suppose that for all $j\ge0$

$$K\left[\frac{t_{j+1}-t_{j+2}}{m_{j+1}}-\frac{t_j-t_{j+1}}{m_j}\right]=\lambda t_{j+1}.$$

Show that $\lambda$ is an eigenvalue of $D$.

**Solution.** Put $u_j=(t_j-t_{j+1})/m_j$. The bond equation says $T_{j+1}=\lambda t_{j+1}$ on every actual spring, and at the ends both sides vanish. Hence $(Du)_j=\lambda(t_j-t_{j+1})/m_j=\lambda u_j$. Also $u_0=-t_1/m\ne0$. The step `key` is the identity $T_j=\lambda t_j$.

```lean
/-- For `N ≥ 1` and `m ≠ 0`, a pattern `t` of spring tensions that vanishes at both free ends, is
nonzero on the first spring and solves the bond equations with `lam` for every `j` makes `lam` a
squared frequency. -/
theorem hasEigenvalue_of_tension {lam : ℝ} (hN : 0 < N) (hm : m ≠ 0) (t : ℕ → ℝ)
    (h0 : t 0 = 0) (hend : t (2 * N) = 0) (h1 : t 1 ≠ 0)
    (hb : ∀ j, K * ((t (j + 1) - t (j + 2)) / mass m M (j + 1)
      - (t j - t (j + 1)) / mass m M j) = lam * t (j + 1)) :
    HasEigenvalue (dynamical K m M N) lam := by
  let u : Fin (2 * N) → ℝ := fun j => (t j - t (j + 1)) / mass m M j
  -- the displacements `u` reproduce the tensions up to the factor `lam`
  have key : ∀ j, j ≤ 2 * N → tension K u j = lam * t j := by
    intro j hj
    rcases j with _ | j
    · simp [tension, h0]
    · by_cases h : j + 1 < 2 * N
      · rw [tension, dif_pos ⟨Nat.succ_pos j, h⟩]
        exact hb j
      · have hn : ¬(0 < j + 1 ∧ j + 1 < 2 * N) := fun q => h q.2
        have he : j + 1 = 2 * N := by omega
        rw [tension, dif_neg hn, he, hend, mul_zero]
  apply hasEigenvalue_of_hasEigenvector (x := u)
  refine ⟨mem_eigenspace_iff.mpr ?_, ?_⟩
  · funext j
    have hj := j.isLt
    change (tension K u j - tension K u (j + 1)) / mass m M j
      = lam * ((t j - t (j + 1)) / mass m M j)
    rw [key j (by omega), key (j + 1) (by omega)]
    ring
  · intro h
    have h' := congrFun h ⟨0, by omega⟩
    simp [u, mass, h0, hm, h1] at h'
```

## (b) Two coupled recursions

Write $b_i=t_{2i+1}$ for springs inside pairs and $a_i=t_{2i}$ for those between them, with $a_0=a_N=0$ and $b_0\ne0$. Show that

$$\mu b_i=\frac{a_{i+1}}M+\frac{a_i}m,\qquad \mu a_{i+1}=\frac{b_{i+1}}m+\frac{b_i}M$$

for all $i\ge0$ imply the eigenvalue $K(s-\mu)$.

**Solution.** For $j=2i$ and $j=2i+1$ the left side of the bond equation is, respectively,

$$K\left[sb_i-\frac{a_{i+1}}M-\frac{a_i}m\right]=K(s-\mu)b_i,$$

$$K\left[sa_{i+1}-\frac{b_{i+1}}m-\frac{b_i}M\right]=K(s-\mu)a_{i+1}.$$

Part (a) applies. Lean interleaves the sequences and treats even and odd $j$ separately.

```lean
/-- Tensions `b i` inside the pairs and `a i` between them, with free ends and `b 0 ≠ 0`, that solve
the two coupled recursions with `μ` give the squared frequency `K (1/m + 1/M - μ)` (`m ≠ 0` and
`N ≥ 1`). -/
theorem hasEigenvalue_of_recursion {μ : ℝ} (hN : 0 < N) (hm : m ≠ 0) (a b : ℕ → ℝ)
    (ha0 : a 0 = 0) (haN : a N = 0) (hb0 : b 0 ≠ 0)
    (h1 : ∀ i, μ * b i = a (i + 1) / M + a i / m)
    (h2 : ∀ i, μ * a (i + 1) = b (i + 1) / m + b i / M) :
    HasEigenvalue (dynamical K m M N) (K * (1 / m + 1 / M - μ)) := by
  obtain ⟨t, te, td⟩ : ∃ t : ℕ → ℝ, (∀ i, t (2 * i) = a i) ∧ ∀ i, t (2 * i + 1) = b i := by
    refine ⟨fun j => if j % 2 = 0 then a (j / 2) else b (j / 2), fun i => by simp, fun i => ?_⟩
    have h : (2 * i + 1) / 2 = i := by omega
    have h' : (2 * i + 1) % 2 = 1 := by omega
    simp [h, h']
  have me : ∀ i, mass m M (2 * i) = m := fun i => if_pos (by omega)
  have md : ∀ i, mass m M (2 * i + 1) = M := fun i => if_neg (by omega)
  refine hasEigenvalue_of_tension hN hm t ((te 0).trans ha0) ((te N).trans haN)
    (fun h => hb0 ((td 0).symm.trans h)) fun j => ?_
  obtain ⟨i, rfl | rfl⟩ := j.even_or_odd'
  · rw [show 2 * i + 2 = 2 * (i + 1) by ring, te, te, td, me, md]
    linear_combination K * h1 i
  · rw [show 2 * i + 1 + 1 = 2 * (i + 1) by ring,
      show 2 * i + 1 + 2 = 2 * (i + 1) + 1 by ring, te, td, td, me, md]
    linear_combination K * h2 i
```

## (c) The square of the splitting

Show that $R_k^2=1/m^2+1/M^2+2\cos(\pi k/N)/(mM)$.

**Solution.** The expression under the root is

$$\left(\frac1m-\frac1M\right)^2+\frac{4\cos^2(\pi k/2N)}{mM}\ge0,$$

so squaring removes the root. Expand $s^2$ and use $2-4\sin^2(x/2)=2\cos x$ with $x=\pi k/N$.

```lean
/-- For positive masses the squared splitting is `1/m² + 1/M² + 2 cos(πk/N)/(mM)`. -/
theorem splitting_sq (hm : 0 < m) (hM : 0 < M) (k : ℕ) :
    splitting m M N k ^ 2 = (1 / m) ^ 2 + (1 / M) ^ 2 + 2 * cos (π * k / N) / (m * M) := by
  have hc : cos (π * k / N) = 1 - 2 * sin (π * k / (2 * N)) ^ 2 := by
    rw [show π * k / N = 2 * (π * k / (2 * N)) by ring, cos_two_mul]
    linear_combination 2 * sin_sq_add_cos_sq (π * k / (2 * N))
  have hp : 0 ≤ 4 * (1 - sin (π * k / (2 * N)) ^ 2) / (m * M) :=
    div_nonneg (by linarith [sin_sq_le_one (π * k / (2 * N))]) (by positivity)
  rw [splitting, Real.sq_sqrt, hc]
  · ring
  · linear_combination hp + sq_nonneg (1 / m - 1 / M)
```

## (d) Monotonicity

Show that $R_l<R_k$ for $0\le k<l\le N$.

**Solution.** The cosine decreases strictly on $[0,\pi]$, so (c) gives $R_l^2<R_k^2$. Both roots are nonnegative, hence $R_l<R_k$.

```lean
/-- For positive masses the splitting decreases strictly with `k` from `0` to `N`. -/
theorem splitting_lt (hm : 0 < m) (hM : 0 < M) {k l : ℕ} (hkl : k < l) (hl : l ≤ N) :
    splitting m M N l < splitting m M N k := by
  have hN : (0 : ℝ) < N := by exact_mod_cast (by omega : 0 < N)
  have hk : (k : ℝ) < l := by exact_mod_cast hkl
  have hlN : (l : ℝ) ≤ N := by exact_mod_cast hl
  have hy : π * l / N ≤ π := by
    rw [div_le_iff₀ hN]
    exact mul_le_mul_of_nonneg_left hlN pi_pos.le
  have hxy : π * k / N < π * l / N :=
    div_lt_div_of_pos_right (mul_lt_mul_of_pos_left hk pi_pos) hN
  have hcos := cos_lt_cos_of_nonneg_of_le_pi (by positivity) hy hxy
  refine lt_of_pow_lt_pow_left₀ 2 (Real.sqrt_nonneg _) ?_
  rw [splitting_sq hm hM, splitting_sq hm hM]
  gcongr
```

## (e) Standing waves in both bands

For $1\le k<N$ and $\mu^2=R_k^2$, show that $K(s-\mu)$ is an eigenvalue.

**Solution.** Let $\theta=\pi k/N$ and take

$$a_i=\mu\sin i\theta,\qquad b_i=\frac{\sin(i+1)\theta}M+\frac{\sin i\theta}m .$$

The first recursion is immediate. Since $\sin(i+2)\theta+\sin i\theta=2\cos\theta\sin(i+1)\theta$,

$$\frac{b_{i+1}}m+\frac{b_i}M=\left[\frac1{m^2}+\frac1{M^2}+\frac{2\cos\theta}{mM}\right]\sin(i+1)\theta=\mu^2\sin(i+1)\theta=\mu a_{i+1}.$$

Finally $a_0=0$, $a_N=\mu\sin k\pi=0$ and $b_0=\sin\theta/M\ne0$. In Lean, `hsum` is the sine identity.

```lean
/-- For positive masses and `1 ≤ k < N`, either sign `μ` of the splitting gives a squared
frequency `K (1/m + 1/M - μ)`. -/
theorem hasEigenvalue_band (hm : 0 < m) (hM : 0 < M) {k : ℕ} (hk : 1 ≤ k) (hkN : k < N)
    {μ : ℝ} (hμ : μ ^ 2 = splitting m M N k ^ 2) :
    HasEigenvalue (dynamical K m M N) (K * (1 / m + 1 / M - μ)) := by
  have hN : (0 : ℝ) < N := by exact_mod_cast (by omega : 0 < N)
  have hk0 : (0 : ℝ) < k := by exact_mod_cast hk
  have hk1 : (k : ℝ) < N := by exact_mod_cast hkN
  rw [splitting_sq hm hM] at hμ
  obtain ⟨θ, hθ⟩ : ∃ θ, θ = π * k / N := ⟨_, rfl⟩
  rw [← hθ] at hμ
  have hNθ : N * θ = k * π := by rw [hθ]; field_simp
  have hsin : 0 < sin θ := by
    apply sin_pos_of_pos_of_lt_pi
    · rw [hθ]; positivity
    · rw [hθ, div_lt_iff₀ hN]
      exact mul_lt_mul_of_pos_left hk1 pi_pos
  -- standing waves of tension with nodes at both free ends
  refine hasEigenvalue_of_recursion (by omega) hm.ne' (fun i => μ * sin (i * θ))
    (fun i => sin ((i + 1) * θ) / M + sin (i * θ) / m) (by simp) ?_ ?_ ?_ ?_
  · simp only [hNθ, sin_nat_mul_pi, mul_zero]
  · simp [hsin.ne', hM.ne']
  · intro i
    simp only [Nat.cast_add, Nat.cast_one]
    ring
  · intro i
    have hsum : sin (((i : ℝ) + 1 + 1) * θ) + sin (i * θ)
        = 2 * cos θ * sin ((i + 1) * θ) := by
      rw [show ((i : ℝ) + 1 + 1) * θ = (i + 1) * θ + θ by ring,
        show (i : ℝ) * θ = (i + 1) * θ - θ by ring, sin_add, sin_sub]
      ring
    simp only [Nat.cast_add, Nat.cast_one]
    linear_combination sin ((i + 1) * θ) * hμ - 1 / (m * M) * hsum
```

## (f) The mode between the bands

Show that $Ks$ is an eigenvalue.

**Solution.** Set $\mu=0$ and $a_i=0$. The remaining recursion $b_{i+1}/m+b_i/M=0$ has the solution $b_i=(-m/M)^i$, with $b_0=1$. If $m<M$, this mode decays away from the end that carries the light atom.

```lean
/-- For positive masses and at least one pair, `K (1/m + 1/M)` is a squared frequency. -/
theorem hasEigenvalue_gap (hm : 0 < m) (hM : 0 < M) (hN : 0 < N) :
    HasEigenvalue (dynamical K m M N) (K * (1 / m + 1 / M)) := by
  obtain ⟨r, hr⟩ : ∃ r : ℝ, r / m = -(1 / M) := ⟨-m / M, by field_simp⟩
  -- only the springs inside the pairs are stretched, in geometric progression
  have h := hasEigenvalue_of_recursion (K := K) (M := M) (μ := 0) hN hm.ne' (fun _ => 0)
    (fun i => r ^ i) rfl rfl (by simp) (fun i => by simp) (fun i => by
      linear_combination -(r ^ i) * hr)
  rwa [sub_zero] at h
```

## (g) Uniform translation

Show that $0$ is an eigenvalue.

**Solution.** For $u_j=1$ every tension vanishes, so $Du=0$.

```lean
/-- A chain with at least one pair has the squared frequency zero. -/
theorem hasEigenvalue_zero (hN : 0 < N) : HasEigenvalue (dynamical K m M N) 0 := by
  apply hasEigenvalue_of_hasEigenvector (x := fun _ => (1 : ℝ))
  refine ⟨mem_eigenspace_iff.mpr ?_, fun h => ?_⟩
  · funext j
    simp [dynamical, tension]
  · exact one_ne_zero (congrFun h ⟨0, by omega⟩)
```

## (h) No coincidences in the list

Index the values by $k=0,\dots,N-1$ and a sign. For $k\ge1$, `true` selects $Ks-KR_k$ and `false` selects $Ks+KR_k$; for $k=0$ they select $0$ and $Ks$.

```lean
/-- A list of `2N` values: `K (1/m + 1/M)` minus or plus `K` times the splitting for
`1 ≤ k < N`, and for `k = 0` the two values `0` and `K (1/m + 1/M)`; `m`, `M` are nonzero. -/
def sqFreq (K m M : ℝ) (N : ℕ) (p : Fin N × Bool) : ℝ :=
  if (p.1 : ℕ) = 0 then (if p.2 = true then 0 else K * (1 / m + 1 / M))
  else if p.2 = true then K * (1 / m + 1 / M) - K * splitting m M N p.1
  else K * (1 / m + 1 / M) + K * splitting m M N p.1
```

Show that these $2N$ values are distinct.

**Solution.** By (d), $R_k>R_N\ge0$ for $k<N$, and $R_k<R_0=s$ for $k\ge1$. Thus

$$0<Ks-KR_k<Ks<Ks+KR_k\qquad(1\le k<N).$$

Within each band, different $k$ give different $R_k$. The Lean proof compares the cases using `pos`, `low` and `inj`.

```lean
/-- For positive spring constant and masses the `2N` listed values are distinct. -/
theorem sqFreq_injective (hK : 0 < K) (hm : 0 < m) (hM : 0 < M) :
    Function.Injective (sqFreq K m M N) := by
  have hs : 0 < K * (1 / m + 1 / M) := by positivity
  have pos : ∀ k : Fin N, 0 < K * splitting m M N k := fun k =>
    mul_pos hK ((Real.sqrt_nonneg _).trans_lt (splitting_lt hm hM k.isLt le_rfl))
  have top : splitting m M N 0 = 1 / m + 1 / M := by
    rw [splitting, Nat.cast_zero, mul_zero, zero_div, sin_zero,
      show (1 / m + 1 / M) ^ 2 - 4 * 0 ^ 2 / (m * M) = (1 / m + 1 / M) ^ 2 by ring,
      Real.sqrt_sq (by positivity)]
  have low : ∀ k : Fin N, (k : ℕ) ≠ 0 →
      K * splitting m M N k < K * (1 / m + 1 / M) := fun k hk => by
    rw [← top]
    exact mul_lt_mul_of_pos_left (splitting_lt hm hM (Nat.pos_of_ne_zero hk) k.isLt.le) hK
  have inj : ∀ k l : Fin N, K * splitting m M N k = K * splitting m M N l → k = l := by
    intro k l h
    have h' := mul_left_cancel₀ hK.ne' h
    rcases lt_trichotomy k l with q | q | q
    · exact absurd h' (splitting_lt hm hM (Fin.lt_def.mp q) l.isLt.le).ne'
    · exact q
    · exact absurd h' (splitting_lt hm hM (Fin.lt_def.mp q) k.isLt.le).ne
  rintro ⟨k, b⟩ ⟨l, c⟩ h
  have pk := pos k
  have pl := pos l
  by_cases hk : (k : ℕ) = 0 <;> by_cases hl : (l : ℕ) = 0
  · have hkl : k = l := Fin.ext (hk.trans hl.symm)
    cases b <;> cases c <;> simp only [sqFreq, hk, hl, ↓reduceIte, Bool.false_eq_true] at h
    · rw [hkl]
    · exact absurd h hs.ne'
    · exact absurd h hs.ne
    · rw [hkl]
  · have ll := low l hl
    cases b <;> cases c <;> simp only [sqFreq, hk, hl, ↓reduceIte, Bool.false_eq_true] at h <;>
      exfalso <;> linarith
  · have lk := low k hk
    cases b <;> cases c <;> simp only [sqFreq, hk, hl, ↓reduceIte, Bool.false_eq_true] at h <;>
      exfalso <;> linarith
  · cases b <;> cases c <;> simp only [sqFreq, hk, hl, ↓reduceIte, Bool.false_eq_true] at h
    · rw [inj k l (by linarith)]
    · exfalso; linarith
    · exfalso; linarith
    · rw [inj k l (by linarith)]
```

## (i) The complete spectrum

Show that a real $\lambda$ is an eigenvalue if and only if it is in the list, and that the set of eigenvalues has $2N$ elements.

**Solution.** Parts (e)–(g) make every listed value an eigenvalue. A further one would give $2N+1$ eigenvectors with distinct eigenvalues. These would be linearly independent, which is impossible in dimension $2N$. By (h), the set has $2N$ elements.

The theorem states the equivalence first and the count, `ncard`, second. In its proof, `hall` supplies the listed eigenvalues and `hex` excludes any other.

```lean
/-- A free chain of `N ≥ 1` pairs with positive `K`, `m`, `M` has exactly the squared frequencies
`0`, `K (1/m + 1/M)` and `K (1/m + 1/M)` plus or minus `K` times the splitting for
`1 ≤ k < N`, and these are `2N` distinct numbers. -/
theorem squared_frequencies (hK : 0 < K) (hm : 0 < m) (hM : 0 < M) (hN : 0 < N) :
    (∀ lam : ℝ, HasEigenvalue (dynamical K m M N) lam ↔
      lam = 0 ∨ lam = K * (1 / m + 1 / M) ∨ ∃ k : ℕ, 1 ≤ k ∧ k < N ∧
        (lam = K * (1 / m + 1 / M) + K * splitting m M N k ∨
          lam = K * (1 / m + 1 / M) - K * splitting m M N k)) ∧
    {lam : ℝ | HasEigenvalue (dynamical K m M N) lam}.ncard = 2 * N := by
  have finj := sqFreq_injective (N := N) hK hm hM
  have plus : ∀ k : ℕ, 1 ≤ k → k < N → HasEigenvalue (dynamical K m M N)
      (K * (1 / m + 1 / M) + K * splitting m M N k) := fun k h1 h2 => by
    have h := hasEigenvalue_band (K := K) hm hM h1 h2 (neg_sq (splitting m M N k))
    rwa [sub_neg_eq_add, mul_add] at h
  have minus : ∀ k : ℕ, 1 ≤ k → k < N → HasEigenvalue (dynamical K m M N)
      (K * (1 / m + 1 / M) - K * splitting m M N k) := fun k h1 h2 => by
    have h := hasEigenvalue_band (K := K) hm hM h1 h2 (μ := splitting m M N k) rfl
    rwa [mul_sub] at h
  have hall : ∀ p, HasEigenvalue (dynamical K m M N) (sqFreq K m M N p) := by
    rintro ⟨k, b⟩
    unfold sqFreq
    split_ifs with h1 h2 h2
    · exact hasEigenvalue_zero hN
    · exact hasEigenvalue_gap hm hM hN
    · exact minus k (Nat.pos_of_ne_zero h1) k.isLt
    · exact plus k (Nat.pos_of_ne_zero h1) k.isLt
  -- one more eigenvalue would give `2N + 1` independent vectors in dimension `2N`
  have hex : ∀ lam, HasEigenvalue (dynamical K m M N) lam → ∃ p, sqFreq K m M N p = lam := by
    intro lam hlam
    by_contra hne
    let F : Option (Fin N × Bool) → ℝ := fun o => o.elim lam (sqFreq K m M N)
    have hF : Function.Injective F := by
      rintro (_ | p) (_ | q) h
      · rfl
      · exact (hne ⟨q, h.symm⟩).elim
      · exact (hne ⟨p, h⟩).elim
      · exact congrArg some (finj h)
    have hE : ∀ o, HasEigenvalue (dynamical K m M N) (F o) := by
      rintro (_ | p)
      · exact hlam
      · exact hall p
    choose v hv using fun o => (hE o).exists_hasEigenvector
    have hc := (eigenvectors_linearIndependent' (dynamical K m M N) F hF v
      hv).fintype_card_le_finrank
    simp only [Fintype.card_option, Fintype.card_prod, Fintype.card_fin, Fintype.card_bool,
      Module.finrank_fin_fun] at hc
    omega
  refine ⟨fun lam => ⟨fun h => ?_, ?_⟩, ?_⟩
  · obtain ⟨⟨k, b⟩, rfl⟩ := hex lam h
    unfold sqFreq
    split_ifs with h1 h2 h2
    · exact Or.inl rfl
    · exact Or.inr (Or.inl rfl)
    · exact Or.inr (Or.inr ⟨k, Nat.pos_of_ne_zero h1, k.isLt, Or.inr rfl⟩)
    · exact Or.inr (Or.inr ⟨k, Nat.pos_of_ne_zero h1, k.isLt, Or.inl rfl⟩)
  · rintro (rfl | rfl | ⟨k, h1, h2, rfl | rfl⟩)
    · exact hasEigenvalue_zero hN
    · exact hasEigenvalue_gap hm hM hN
    · exact plus k h1 h2
    · exact minus k h1 h2
  · have hset : {lam : ℝ | HasEigenvalue (dynamical K m M N) lam}
        = sqFreq K m M N '' Set.univ := by
      ext lam
      constructor
      · intro h
        obtain ⟨p, hp⟩ := hex lam h
        exact ⟨p, Set.mem_univ p, hp⟩
      · rintro ⟨p, -, rfl⟩
        exact hall p
    rw [hset, Set.ncard_image_of_injective _ finj, Set.ncard_univ, Nat.card_eq_fintype_card,
      Fintype.card_prod, Fintype.card_fin, Fintype.card_bool, mul_comm]

end

end FreeDiatomicChain
```

```lean
#print axioms FreeDiatomicChain.squared_frequencies
-- 'FreeDiatomicChain.squared_frequencies' depends on axioms: [propext, Classical.choice, Quot.sound]
```

## A four-atom calculation and fixed walls

For $N=2$, the mass-weighted dynamical matrix of this model has diagonal $K/m,\,2K/M,\,2K/m,\,K/M$ and neighbouring entries $-K/\sqrt{mM}$. Its eigenvalues are $0$, $Ks$ and $Ks\pm K\sqrt{1/m^2+1/M^2}$; their square roots are the angular frequencies.

The same argument, with sine waves of displacement instead of tension, treats $2N-1$ atoms $M,m,\dots,M$ between fixed walls. The values $Ks\pm KR_k$ stay, and the single value $2K/M$ replaces $0$ and $Ks$.
